# Redrawing N ≥ 6 walkers by N independent draws from one distribution loses over a third of them on average

Take two walkers, labelled 0 and 1, with selection probabilities p_0 and p_1 that sum to one, and fill the new population by two independent draws. Both draws pick walker 0 with probability p_0², both pick walker 1 with probability p_1², and with probability 2 p_0 p_1 each walker is picked once. The expected number of distinct survivors is

p_0² + p_1² + 2 · 2 p_0 p_1 = 1 + 2 p_0 p_1 ≤ 3/2,

with equality only at p_0 = p_1 = 1/2. Even with equal weights, half a walker is lost on average, because a draw spent on a duplicate is missing elsewhere.

In diffusion Monte Carlo, this is multinomial reconfiguration: N walkers are replaced by the results of N draws, and p_i is the weight of walker i divided by the total weight. For a single step with fixed weights and independent draws that all use the same p_i, the results below say how many distinct walkers are lost on average, whether through unequal weights or through the randomness of the draws.

## Draws, outcomes and survivors

```lean
import Mathlib

open Finset Filter Topology

namespace WalkerReconfiguration

noncomputable section

variable {N M : ℕ}
```

N is the number of walkers and M the number of draws. Both are natural numbers, and the braces let Lean infer them from context. Ordinary reconfiguration has M = N.

```lean
/-- Probability of the outcome `d` of `M` independent draws, where draw `k` selects
walker `d k` and walker `i` is selected with probability `p i`. -/
def drawProb (p : Fin N → ℝ) (d : Fin M → Fin N) : ℝ := ∏ k, p (d k)
```

`Fin N` is the set of labels 0, …, N−1. The function `p` gives each walker a real number, and an outcome `d` gives each draw k the walker d(k) that it selects. The outcome has probability

P(d) = ∏_k p(d(k)).

The product is where independence enters the model. The definition accepts any real numbers p_i; the theorems add the conditions that make them probabilities.

```lean
/-- The distinct walkers that are selected at least once in the outcome `d`. -/
def survivors (d : Fin M → Fin N) : Finset (Fin N) := univ.image d
```

The survivors S(d) are the image of the map d: all walkers hit by some draw, each listed once however many copies it has.

```lean
/-- Expected number of distinct survivors after `M` independent draws. -/
def expectedSurvivors (p : Fin N → ℝ) (M : ℕ) : ℝ :=
  ∑ d : Fin M → Fin N, drawProb p d * ((survivors d).card : ℝ)
```

The expectation is a finite sum over all N^M outcomes,

E = ∑_d P(d) |S(d)|,

where `card` is the number of elements.

```lean
/-- Equal selection probabilities `1/N` for a population of `N ≥ 1` walkers. -/
def equalWeights (N : ℕ) : Fin N → ℝ := fun _ => 1 / (N : ℝ)
```

This is the case p_i = 1/N for every walker.

## The probability that a walker is never drawn

```lean
/-- If the selection probabilities sum to one, so do the probabilities of all outcomes
of the `M` draws. -/
theorem sum_drawProb (p : Fin N → ℝ) (hp : ∑ i, p i = 1) (M : ℕ) :
    ∑ d : Fin M → Fin N, drawProb p d = 1 := by
  unfold drawProb
  rw [← Fintype.sum_pow, hp, one_pow]
```

In a theorem, the hypotheses stand before the first colon that is outside all brackets, the claim stands after it, and the proof follows `:= by`. Here `hp` is the hypothesis ∑ p_i = 1. Expanding a power of a sum gives one term for each choice of a label in each factor, so

∑_d ∏_k p(d(k)) = (∑_i p_i)^M = 1.

`Fintype.sum_pow` is this expansion, and `rw` rewrites with it.

```lean
/-- If the selection probabilities sum to one, walker `i` is lost in `M` draws with
probability `(1 - p i) ^ M`. -/
theorem prob_lost (p : Fin N → ℝ) (hp : ∑ i, p i = 1) (i : Fin N) (M : ℕ) :
    ∑ d : Fin M → Fin N, (if i ∈ survivors d then (0 : ℝ) else drawProb p d)
      = (1 - p i) ^ M := by
  -- a single draw misses walker `i` with probability `1 - p i`
  have h1 : ∑ j, (if j = i then (0 : ℝ) else p j) = 1 - p i := by
    have h : ∀ j, (if j = i then (0 : ℝ) else p j)
        = p j - if j = i then p j else 0 := by
      intro j
      split_ifs <;> simp
    rw [Finset.sum_congr rfl (fun j _ => h j), Finset.sum_sub_distrib, hp]
    simp
  -- the draws are independent, so the sum over outcomes factorises
  rw [← h1, Fintype.sum_pow]
  refine Finset.sum_congr rfl fun d _ => ?_
  by_cases h : i ∈ survivors d
  · obtain ⟨k, -, hk⟩ := Finset.mem_image.mp h
    rw [if_pos h]
    exact (Finset.prod_eq_zero (Finset.mem_univ k) (by simp [hk])).symm
  · rw [if_neg h]
    unfold drawProb
    refine Finset.prod_congr rfl fun k _ => ?_
    rw [if_neg]
    intro hk
    exact h (Finset.mem_image.mpr ⟨k, Finset.mem_univ k, hk⟩)
```

The left side adds P(d) over the outcomes in which walker i does not survive. By hand, one draw misses walker i with probability

∑_{j≠i} p_j = 1 − p_i,

which is `h1`. Raise this sum to the power M and expand it as before. An outcome that contains i has a zero factor and contributes nothing; any other outcome contributes P(d). Hence

∑_{d: i∉S(d)} P(d) = (1 − p_i)^M.

The command `by_cases` separates the same two kinds of outcome.

## The exact number of survivors

```lean
/-- If the selection probabilities sum to one, the expected number of distinct survivors
of `M` draws from `N` walkers is `N - ∑ (1 - p i) ^ M`. -/
theorem expectedSurvivors_eq (p : Fin N → ℝ) (hp : ∑ i, p i = 1) (M : ℕ) :
    expectedSurvivors p M = N - ∑ i, (1 - p i) ^ M := by
  -- in each outcome, survivors = all walkers minus lost walkers
  have hc : ∀ d : Fin M → Fin N, drawProb p d * ((survivors d).card : ℝ)
      = N * drawProb p d
        - ∑ i, (if i ∈ survivors d then (0 : ℝ) else drawProb p d) := by
    intro d
    have h : ∀ i, (if i ∈ survivors d then (0 : ℝ) else drawProb p d)
        = drawProb p d - if i ∈ survivors d then drawProb p d else 0 := by
      intro i
      split_ifs <;> simp
    rw [Finset.sum_congr rfl (fun i _ => h i), Finset.sum_sub_distrib,
      ← Finset.sum_filter]
    simp only [Finset.sum_const, Finset.card_univ, Fintype.card_fin, nsmul_eq_mul,
      Finset.filter_mem_eq_inter, Finset.univ_inter]
    ring
  unfold expectedSurvivors
  rw [Finset.sum_congr rfl (fun d _ => hc d), Finset.sum_sub_distrib, ← Finset.mul_sum,
    sum_drawProb p hp, Finset.sum_comm,
    Finset.sum_congr rfl (fun i _ => prob_lost p hp i M), mul_one]
```

In every outcome, the survivors are all walkers minus the lost ones:

|S(d)| = N − ∑_i [i ∉ S(d)],

where the bracket is 1 if the condition holds and 0 otherwise. Multiply by P(d), which gives `hc`, and sum over d. The first term gives N, since the probabilities sum to one. In the second, exchange the two sums (`Finset.sum_comm`) and insert the loss probability:

E = N − ∑_i (1 − p_i)^M.

Survivals of different walkers are in general correlated, but an expectation of a sum needs only the individual probabilities.

## Equal weights keep the most walkers

```lean
/-- If the selection probabilities sum to one, the probability that a single draw misses
a given walker, averaged over the walkers, is `1 - 1/N`. -/
theorem mean_miss (p : Fin N → ℝ) (hp : ∑ i, p i = 1) :
    ∑ i, (1 / (N : ℝ)) • (1 - p i) = 1 - 1 / (N : ℝ) := by
  have hN : (N : ℝ) ≠ 0 := by
    rintro h
    obtain rfl : N = 0 := by exact_mod_cast h
    simp at hp
  simp only [smul_eq_mul]
  rw [← Finset.mul_sum, Finset.sum_sub_distrib, hp]
  simp only [Finset.sum_const, Finset.card_univ, Fintype.card_fin, nsmul_eq_mul, mul_one]
  field_simp
```

The average over walkers of the single-draw miss probability does not depend on the weights:

(1/N) ∑_i (1 − p_i) = (N − 1)/N = 1 − 1/N.

The symbol `•` is multiplication by a number here. The proof first notes that N is not zero, because an empty sum could not equal one.

```lean
/-- For nonnegative selection probabilities that sum to one, the expected number of distinct
survivors of `M` draws is at most `N (1 - (1 - 1/N) ^ M)`; for `M ≥ 2` this value is
reached exactly when all walkers have equal weight. -/
theorem expectedSurvivors_le_and_eq_iff (p : Fin N → ℝ) (h0 : ∀ i, 0 ≤ p i)
    (hp : ∑ i, p i = 1) (M : ℕ) :
    expectedSurvivors p M ≤ N * (1 - (1 - 1 / (N : ℝ)) ^ M) ∧
    (2 ≤ M → (expectedSurvivors p M = N * (1 - (1 - 1 / (N : ℝ)) ^ M) ↔
      p = equalWeights N)) := by
  have hN : (N : ℝ) ≠ 0 := by
    rintro h
    obtain rfl : N = 0 := by exact_mod_cast h
    simp at hp
  have hpos : (0 : ℝ) < N := lt_of_le_of_ne (Nat.cast_nonneg N) hN.symm
  have hw : ∀ i ∈ (univ : Finset (Fin N)), 0 < 1 / (N : ℝ) := fun _ _ => by positivity
  have hw1 : ∑ _i : Fin N, 1 / (N : ℝ) = 1 := by
    simp only [Finset.sum_const, Finset.card_univ, Fintype.card_fin, nsmul_eq_mul]
    field_simp
  have hmem : ∀ i ∈ (univ : Finset (Fin N)), 1 - p i ∈ Set.Ici (0 : ℝ) := by
    intro i hi
    have h := Finset.single_le_sum (fun j _ => h0 j) hi
    rw [hp] at h
    exact sub_nonneg.mpr h
  have hs : (N : ℝ) * ∑ i, (1 / (N : ℝ)) • (1 - p i) ^ M = ∑ i, (1 - p i) ^ M := by
    simp only [smul_eq_mul]
    rw [← Finset.mul_sum, ← mul_assoc, mul_one_div_cancel hN, one_mul]
  rw [expectedSurvivors_eq p hp]
  constructor
  · -- Jensen's inequality for the convex function `x ^ M`
    have h := (convexOn_pow M).map_sum_le (fun i hi => (hw i hi).le) hw1 hmem
    simp only [mean_miss p hp] at h
    have h2 := mul_le_mul_of_nonneg_left h hpos.le
    rw [hs] at h2
    linarith
  · -- strict convexity settles the equality case
    intro hM
    have h := (strictConvexOn_pow hM).map_sum_eq_iff hw hw1 hmem
    simp only [mean_miss p hp, Finset.mem_univ, forall_const] at h
    constructor
    · intro e
      funext i
      have h2 := h.mp (mul_left_cancel₀ hN (by rw [hs]; linarith)) i
      unfold equalWeights
      linarith
    · intro e
      have h2 := h.mpr (fun j => by rw [e]; rfl)
      rw [← hs, ← h2]
      ring
```

The new hypothesis `h0` says that no p_i is negative. With the sum equal to one, each p_i is then at most one, so every 1 − p_i lies in the range x ≥ 0, where x^M is convex (`hmem`). Jensen's inequality says that the mean of the powers is at least the power of the mean:

(1/N) ∑_i (1 − p_i)^M ≥ (1 − 1/N)^M.

Multiplying by N and inserting the exact formula gives

E ≤ N (1 − (1 − 1/N)^M).

The second half of the statement, after `∧`, concerns equality. For M ≥ 2 the power is strictly convex, so equality holds exactly when every 1 − p_i equals the mean 1 − 1/N, that is, when p_i = 1/N. With no draw or one draw the number of survivors is M whatever the weights, so equality then singles out nothing.

In the proof, `convexOn_pow` and `strictConvexOn_pow` supply the two forms of convexity, and `linarith` finishes the linear rearrangements.

```lean
/-- For `N ≥ 1` equally weighted walkers, the expected number of distinct survivors of `M`
draws is `N (1 - (1 - 1/N) ^ M)`. -/
theorem expectedSurvivors_equalWeights (hN : 0 < N) (M : ℕ) :
    expectedSurvivors (equalWeights N) M = N * (1 - (1 - 1 / (N : ℝ)) ^ M) := by
  have hN' : (N : ℝ) ≠ 0 := by exact_mod_cast hN.ne'
  have hp : ∑ i, equalWeights N i = 1 := by
    simp only [equalWeights, Finset.sum_const, Finset.card_univ, Fintype.card_fin,
      nsmul_eq_mul]
    field_simp
  rw [expectedSurvivors_eq _ hp]
  simp only [equalWeights, Finset.sum_const, Finset.card_univ, Fintype.card_fin,
    nsmul_eq_mul]
  ring
```

Put p_i = 1/N into the exact formula. All N terms of the sum are the same, and

E = N − N (1 − 1/N)^M = N (1 − (1 − 1/N)^M).

This holds for every N ≥ 1 and every M. A single walker drawn at least once survives with certainty.

## The limit for large populations

```lean
/-- When `N` equally weighted walkers are redrawn `N` times, the expected surviving fraction
tends to `1 - exp (-1)` for large populations. -/
theorem tendsto_surviving_fraction :
    Tendsto (fun N : ℕ => expectedSurvivors (equalWeights N) N / (N : ℝ)) atTop
      (𝓝 (1 - Real.exp (-1))) := by
  have h := (Real.tendsto_one_add_div_pow_exp (-1)).const_sub 1
  refine h.congr' ?_
  filter_upwards [eventually_gt_atTop 0] with N hN
  have hN' : (N : ℝ) ≠ 0 := by exact_mod_cast hN.ne'
  have e : 1 + -1 / (N : ℝ) = 1 - 1 / (N : ℝ) := by ring
  rw [expectedSurvivors_equalWeights hN, e, mul_div_cancel_left₀ _ hN']
```

Now M = N. Dividing the equal-weight value by N gives the surviving fraction

E/N = 1 − (1 − 1/N)^N → 1 − exp(−1) ≈ 0.632.

`Tendsto … atTop (𝓝 …)` is Lean's way of writing this limit for N → ∞. The proof starts from the known limit (1 + x/N)^N → exp(x) at x = −1, and `filter_upwards` identifies the two sequences for all N > 0. The lost fraction tends to exp(−1) ≈ 0.368, a little more than a third.

## Where the loss passes one third

```lean
/-- For `N ≥ 6` the number `(1 - 1/N) ^ N` exceeds one third. -/
theorem third_lt_lost_fraction (hN : 6 ≤ N) : 1 / 3 < (1 - 1 / (N : ℝ)) ^ N := by
  induction N, hN using Nat.le_induction with
  | base => norm_num
  | succ n hn ih =>
    have hx : (6 : ℝ) ≤ n := by exact_mod_cast hn
    have hn0 : (n : ℝ) ≠ 0 := by linarith
    have hn1 : (n : ℝ) + 1 ≠ 0 := by linarith
    have hq : 0 < (n : ℝ) ^ 2 - 1 := by nlinarith
    have hq0 := hq.ne'
    have ha : 0 < 1 / ((n : ℝ) ^ 2 - 1) := div_pos one_pos hq
    -- Bernoulli's inequality shows that the sequence increases
    have hB := one_add_mul_le_pow (a := 1 / ((n : ℝ) ^ 2 - 1)) (by linarith) n
    have hfac : 1 - 1 / ((n : ℝ) + 1)
        = (1 - 1 / (n : ℝ)) * (1 + 1 / ((n : ℝ) ^ 2 - 1)) := by
      field_simp
      ring
    have hgain : 1 ≤ (1 + n * (1 / ((n : ℝ) ^ 2 - 1))) * (1 - 1 / ((n : ℝ) + 1)) := by
      have e : (1 + n * (1 / ((n : ℝ) ^ 2 - 1))) * (1 - 1 / ((n : ℝ) + 1)) - 1
          = 1 / (((n : ℝ) ^ 2 - 1) * ((n : ℝ) + 1)) := by
        field_simp
        ring
      have h : 0 < 1 / (((n : ℝ) ^ 2 - 1) * ((n : ℝ) + 1)) :=
        div_pos one_pos (mul_pos hq (by linarith))
      linarith
    have h1 : 0 ≤ 1 - 1 / ((n : ℝ) + 1) := by
      have h : 1 / ((n : ℝ) + 1) ≤ 1 := by
        rw [div_le_one (by linarith)]
        linarith
      linarith
    push_cast
    calc (1 : ℝ) / 3 < (1 - 1 / (n : ℝ)) ^ n := ih
      _ ≤ (1 - 1 / (n : ℝ)) ^ n
          * ((1 + 1 / ((n : ℝ) ^ 2 - 1)) ^ n * (1 - 1 / ((n : ℝ) + 1))) :=
        le_mul_of_one_le_right (by linarith)
          (hgain.trans (mul_le_mul_of_nonneg_right hB h1))
      _ = (1 - 1 / ((n : ℝ) + 1)) ^ (n + 1) := by
        rw [pow_succ (1 - 1 / ((n : ℝ) + 1)) n, ← mul_assoc, ← mul_pow, ← hfac]
```

A limit above one third says nothing about a particular N. Write a_n = (1 − 1/n)^n. At n = 6,

a_6 = (5/6)^6 = 15625/46656 ≈ 0.335 > 1/3,

and it remains to show that the sequence does not fall afterwards. From

1 − 1/(n+1) = (1 − 1/n)(1 + 1/(n² − 1))

follows

a_{n+1} = a_n · (1 + 1/(n² − 1))^n · (1 − 1/(n+1)).

Bernoulli's inequality bounds the middle factor from below by 1 + n/(n² − 1), and

(1 + n/(n² − 1)) (1 − 1/(n+1)) = 1 + 1/((n² − 1)(n + 1)) > 1.

So a_{n+1} > a_n. The Lean proof is an induction that starts at 6: `hfac` is the factorisation, `hB` is Bernoulli's inequality, `hgain` is the last estimate, and the `calc` block chains them together.

```lean
/-- When `N ≥ 6` walkers are redrawn `N` times, more than a third of them are lost on
average, for any nonnegative selection probabilities that sum to one. -/
theorem more_than_third_lost (hN : 6 ≤ N) (p : Fin N → ℝ) (h0 : ∀ i, 0 ≤ p i)
    (hp : ∑ i, p i = 1) : (N : ℝ) / 3 < N - expectedSurvivors p N := by
  have h := (expectedSurvivors_le_and_eq_iff p h0 hp N).1
  have hN' : (0 : ℝ) < N := by exact_mod_cast (by omega : 0 < N)
  have h2 := mul_lt_mul_of_pos_left (third_lt_lost_fraction hN) hN'
  linarith
```

For any admissible weights, the upper bound on survivors is a lower bound on losses:

N − E ≥ N (1 − 1/N)^N > N/3 for N ≥ 6.

Unequal weights can only increase the expected loss, so the statement needs no assumption about how the weights are distributed.

```lean
/-- When five equally weighted walkers are redrawn five times, less than a third of them
are lost on average. -/
theorem five_walkers_lose_less : 5 - expectedSurvivors (equalWeights 5) 5 < 5 / 3 := by
  rw [expectedSurvivors_equalWeights (by norm_num)]
  norm_num

end

end WalkerReconfiguration
```

Five equally weighted walkers lose, on average,

5 · (4/5)^5 = 1.6384 < 5/3.

The threshold N ≥ 6 in the preceding theorem therefore cannot be lowered to 5.

```lean
#print axioms WalkerReconfiguration.tendsto_surviving_fraction
#print axioms WalkerReconfiguration.more_than_third_lost
#print axioms WalkerReconfiguration.five_walkers_lose_less
```

```
'WalkerReconfiguration.tendsto_surviving_fraction' depends on axioms: [propext, Classical.choice, Quot.sound]
'WalkerReconfiguration.more_than_third_lost' depends on axioms: [propext, Classical.choice, Quot.sound]
'WalkerReconfiguration.five_walkers_lose_less' depends on axioms: [propext, Classical.choice, Quot.sound]
```

## Fixed weights, independent draws, and a description by copy numbers

The probabilities p_i are given numbers. In a simulation they depend on the walkers' history, and the formulas then apply to one reconfiguration step at known weights. They concern the mean number of survivors, not its fluctuations or the error of an energy estimate. The product form of P(d), with the same p for every draw, also excludes schemes whose draws are correlated or follow different distributions. Such schemes can behave quite differently: a comb of N equally spaced points laid across N equal weights keeps every walker.

The same process could have been described by copy numbers n_i, the number of times walker i is drawn, with ∑ n_i = M. An outcome would then have the multinomial probability

M!/(∏_i n_i!) · ∏_i p_i^(n_i),

and the survivors would be the walkers with n_i > 0. This description forgets the order of the draws. The expectation would be the same, but the factorisation step would need the multinomial theorem with its coefficients, whereas ordered draws need only the expansion of a power of a sum.
